# A Stable Star of Dipoles That Repel When Parallel Can Have a Larger Total Moment Than the Same Dipoles Uncoupled

A calculation that takes for granted that repulsion between parallel dipoles always lowers their total moment gets the sign of the effect wrong for some star-shaped clusters of identical dipoles that respond linearly and only along one common axis, and in which a central dipole couples to two or more outer dipoles that do not couple to each other. The Lean file below gives the exact coupling strength at which the total starts to exceed the uncoupled value, and shows that this happens before the cluster becomes unstable.

```lean
import Mathlib

open Finset

namespace StarDipoleEnhancement

noncomputable section

/-- Self-consistency of a central dipole `c` and outer dipoles `o i` with bare moment `p`: the
coupling `a` links the centre to every outer dipole, and no outer dipoles to each other. -/
def IsEquilibrium {n : ℕ} (p a c : ℝ) (o : Fin n → ℝ) : Prop :=
  c = p - a * ∑ i, o i ∧ ∀ i, o i = p - a * c

/-- The total dipole moment of the cluster. -/
def totalDipole {n : ℕ} (c : ℝ) (o : Fin n → ℝ) : ℝ := c + ∑ i, o i

/-- Twice the quadratic part of the energy, in units where the polarizability is 1: self-energies
plus centre-outer coupling. -/
def quadraticEnergy {n : ℕ} (a c : ℝ) (o : Fin n → ℝ) : ℝ :=
  c ^ 2 + ∑ i, o i ^ 2 + 2 * a * c * ∑ i, o i

/-- The quadratic energy as a sum of squares of shifted outer dipoles and a central term. -/
theorem quadraticEnergy_eq {n : ℕ} (a c : ℝ) (o : Fin n → ℝ) :
    quadraticEnergy a c o = ∑ i, (o i + a * c) ^ 2 + (1 - n * a ^ 2) * c ^ 2 := by
  have h : ∑ i, (o i + a * c) ^ 2
      = ∑ i, o i ^ 2 + 2 * a * c * ∑ i, o i + n * (a * c) ^ 2 := by
    have hk : (n : ℝ) * (a * c) ^ 2 = ∑ _i : Fin n, (a * c) ^ 2 := by simp
    rw [Finset.mul_sum, hk, ← Finset.sum_add_distrib, ← Finset.sum_add_distrib]
    exact Finset.sum_congr rfl fun i _ => by ring
  rw [h, quadraticEnergy]
  ring

/-- The quadratic energy is positive for every non-zero dipole configuration exactly when
`n a² < 1`. -/
theorem stable_iff (n : ℕ) (a : ℝ) :
    (∀ (c : ℝ) (o : Fin n → ℝ), (c ≠ 0 ∨ o ≠ 0) → 0 < quadraticEnergy a c o)
      ↔ n * a ^ 2 < 1 := by
  constructor
  · intro h
    -- a trial configuration whose shifted squares vanish: centre 1, outer dipoles -a
    have h1 := h 1 (fun _ => -a) (Or.inl one_ne_zero)
    rw [quadraticEnergy_eq] at h1
    norm_num at h1
    linarith
  · intro hs c o hne
    by_cases hc : c = 0
    · have ho : o ≠ 0 := hne.resolve_left (fun h => h hc)
      obtain ⟨i, hi⟩ := Function.ne_iff.mp ho
      have hi' : o i ≠ 0 := hi
      have hpos : 0 < ∑ i, o i ^ 2 :=
        Finset.sum_pos' (fun i _ => sq_nonneg _) ⟨i, Finset.mem_univ i, by positivity⟩
      simpa [quadraticEnergy, hc] using hpos
    · rw [quadraticEnergy_eq]
      have h1 : 0 ≤ ∑ i, (o i + a * c) ^ 2 := Finset.sum_nonneg fun i _ => sq_nonneg _
      have h2 : 0 < c ^ 2 := by positivity
      have h3 := mul_pos (sub_pos.mpr hs) h2
      linarith

/-- Away from `n a² = 1` the self-consistency equations have exactly one solution, given here
in closed form. -/
theorem equilibrium_iff {n : ℕ} {p a c : ℝ} {o : Fin n → ℝ} (hs : n * a ^ 2 ≠ 1) :
    IsEquilibrium p a c o ↔
      c = p * (1 - n * a) / (1 - n * a ^ 2) ∧
        ∀ i, o i = p * (1 - a) / (1 - n * a ^ 2) := by
  have hd : 1 - n * a ^ 2 ≠ 0 := sub_ne_zero.mpr (Ne.symm hs)
  constructor
  · intro h
    have hS : ∑ i, o i = n * (p - a * c) :=
      (Finset.sum_congr rfl fun i _ => h.2 i).trans (by simp; ring)
    -- eliminate the outer dipoles from the central equation
    have hc : c * (1 - n * a ^ 2) = p * (1 - n * a) := by
      have h1 := h.1
      rw [hS] at h1
      linear_combination h1
    refine ⟨(eq_div_iff hd).mpr hc, fun i => ?_⟩
    rw [h.2 i, eq_div_iff hd]
    linear_combination (-a) * hc
  · rintro ⟨hc, ho⟩
    have hcD := (eq_div_iff hd).mp hc
    have hoD := fun i => (eq_div_iff hd).mp (ho i)
    have hSD : (∑ i, o i) * (1 - n * a ^ 2) = n * (p * (1 - a)) := by
      rw [Finset.sum_mul]
      exact (Finset.sum_congr rfl fun i _ => hoD i).trans (by simp)
    refine ⟨mul_right_cancel₀ hd ?_, fun i => mul_right_cancel₀ hd ?_⟩
    · linear_combination hcD + a * hSD
    · linear_combination hoD i + a * hcD

/-- The total moment of the self-consistent cluster in closed form. -/
theorem totalDipole_eq {n : ℕ} {p a c : ℝ} {o : Fin n → ℝ} (hs : n * a ^ 2 ≠ 1)
    (h : IsEquilibrium p a c o) :
    totalDipole c o = p * (n + 1 - 2 * n * a) / (1 - n * a ^ 2) := by
  have hd : 1 - n * a ^ 2 ≠ 0 := sub_ne_zero.mpr (Ne.symm hs)
  have hcD := (eq_div_iff hd).mp ((equilibrium_iff hs).mp h).1
  have hS : ∑ i, o i = n * (p - a * c) :=
    (Finset.sum_congr rfl fun i _ => h.2 i).trans (by simp; ring)
  rw [totalDipole, hS, eq_div_iff hd]
  linear_combination (1 - n * a) * hcD

/-- For `n ≥ 1`, `p > 0`, `a > 0` and `n a² < 1`, the total moment exceeds that of `n + 1` uncoupled
dipoles exactly when `a > 2 / (n + 1)`. -/
theorem enhancement_iff {n : ℕ} {p a c : ℝ} {o : Fin n → ℝ} (hn : 1 ≤ n) (hp : 0 < p)
    (ha : 0 < a) (hs : n * a ^ 2 < 1) (h : IsEquilibrium p a c o) :
    (n + 1) * p < totalDipole c o ↔ 2 / ((n : ℝ) + 1) < a := by
  have hn0 : (0 : ℝ) < n := by exact_mod_cast hn
  have hn1 : (0 : ℝ) < n + 1 := by linarith
  rw [totalDipole_eq hs.ne h, lt_div_iff₀ (sub_pos.mpr hs), div_lt_iff₀ hn1]
  -- the sign of the excess moment is the sign of a (n + 1) - 2
  have key : p * (n + 1 - 2 * n * a) - (n + 1) * p * (1 - n * a ^ 2)
      = (p * n * a) * (a * (n + 1) - 2) := by ring
  have hpos : 0 < p * n * a := by positivity
  constructor
  · intro hlt
    have h1 : 0 < (p * n * a) * (a * (n + 1) - 2) := by linarith
    have h2 := (mul_pos_iff_of_pos_left hpos).mp h1
    linarith
  · intro hlt
    have h1 := mul_pos hpos (sub_pos.mpr hlt)
    linarith

/-- For `p > 0`, `a > 0` and `n a² < 1`, the central dipole is reversed exactly when `n a > 1`, and
under the same condition each outer dipole exceeds its bare moment. -/
theorem center_reversed_iff {n : ℕ} {p a c : ℝ} {o : Fin n → ℝ} (hp : 0 < p)
    (ha : 0 < a) (hs : n * a ^ 2 < 1) (h : IsEquilibrium p a c o) :
    (c < 0 ↔ 1 < n * a) ∧ ∀ i, (p < o i ↔ 1 < n * a) := by
  have hD := sub_pos.mpr hs
  have hcD := (eq_div_iff hD.ne').mp ((equilibrium_iff hs.ne).mp h).1
  have hc : c < 0 ↔ 1 < n * a := by
    constructor
    · intro hneg
      by_contra hle
      have h1 := mul_neg_of_neg_of_pos hneg hD
      have h2 := mul_nonneg hp.le (sub_nonneg.mpr (not_lt.mp hle))
      linarith
    · intro hlt
      by_contra hle
      have h1 := mul_nonneg (not_lt.mp hle) hD.le
      have h2 := mul_pos hp (sub_pos.mpr hlt)
      linarith
  refine ⟨hc, fun i => ?_⟩
  rw [← hc, h.2 i]
  constructor
  · intro hlt
    by_contra hle
    have h1 := mul_nonneg ha.le (not_lt.mp hle)
    linarith
  · intro hneg
    have h1 := mul_neg_of_pos_of_neg ha hneg
    linarith

/-- For positive coupling and at least one outer dipole, `n a² < 1` means `a < 1 / √n`. -/
theorem coupling_lt_iff {n : ℕ} {a : ℝ} (hn : 1 ≤ n) (ha : 0 < a) :
    a < 1 / √(n : ℝ) ↔ n * a ^ 2 < 1 := by
  have hn0 : (0 : ℝ) < n := by exact_mod_cast hn
  have hr : 0 < √(n : ℝ) := Real.sqrt_pos.mpr hn0
  have hsq : (a * √(n : ℝ)) ^ 2 = n * a ^ 2 := by
    rw [mul_pow, Real.sq_sqrt hn0.le]
    ring
  have hx : 0 < a * √(n : ℝ) := mul_pos ha hr
  rw [lt_div_iff₀ hr, ← hsq]
  constructor
  · intro h
    nlinarith
  · intro h
    by_contra hle
    have h1 := not_lt.mp hle
    nlinarith

/-- With two or more outer dipoles and `p > 0`, the window `2 / (n + 1) < a < 1 / √n` is non-empty,
and each coupling in it has an equilibrium whose total moment exceeds the uncoupled value. -/
theorem enhancement_window {n : ℕ} {p : ℝ} (hn : 2 ≤ n) (hp : 0 < p) :
    2 / ((n : ℝ) + 1) < 1 / √(n : ℝ) ∧
      ∀ a : ℝ, 2 / ((n : ℝ) + 1) < a → a < 1 / √(n : ℝ) →
        ∃ (c : ℝ) (o : Fin n → ℝ),
          IsEquilibrium p a c o ∧ (n + 1) * p < totalDipole c o := by
  have hn2 : (2 : ℝ) ≤ n := by exact_mod_cast hn
  have hn1 : (0 : ℝ) < n + 1 := by linarith
  have hr : 0 < √(n : ℝ) := Real.sqrt_pos.mpr (by linarith)
  have hsq : √(n : ℝ) ^ 2 = n := Real.sq_sqrt (by linarith)
  constructor
  · -- the gap is governed by (√n - 1)² > 0
    have h1 : 1 < √(n : ℝ) := by
      by_contra hle
      have h2 := not_lt.mp hle
      nlinarith
    have h3 : 0 < (√(n : ℝ) - 1) ^ 2 := pow_pos (sub_pos.mpr h1) 2
    rw [div_lt_div_iff₀ hn1 hr]
    linarith [show (√(n : ℝ) - 1) ^ 2 = √(n : ℝ) ^ 2 - 2 * √(n : ℝ) + 1 by ring]
  · intro a hlow hhigh
    have ha : 0 < a := lt_trans (div_pos two_pos hn1) hlow
    have hs := (coupling_lt_iff (by omega) ha).mp hhigh
    have he : IsEquilibrium p a (p * (1 - n * a) / (1 - n * a ^ 2))
        (fun _ : Fin n => p * (1 - a) / (1 - n * a ^ 2)) :=
      (equilibrium_iff hs.ne).mpr ⟨rfl, fun _ => rfl⟩
    exact ⟨_, _, he, (enhancement_iff (by omega) hp ha hs he).mpr hlow⟩

end

end StarDipoleEnhancement
```

```lean
#print axioms StarDipoleEnhancement.stable_iff
-- 'StarDipoleEnhancement.stable_iff' depends on axioms: [propext, Classical.choice, Quot.sound]
#print axioms StarDipoleEnhancement.totalDipole_eq
-- 'StarDipoleEnhancement.totalDipole_eq' depends on axioms: [propext, Classical.choice, Quot.sound]
#print axioms StarDipoleEnhancement.center_reversed_iff
-- 'StarDipoleEnhancement.center_reversed_iff' depends on axioms: [propext, Classical.choice, Quot.sound]
#print axioms StarDipoleEnhancement.enhancement_window
-- 'StarDipoleEnhancement.enhancement_window' depends on axioms: [propext, Classical.choice, Quot.sound]
```

## The star and its two limits on the coupling

The cluster has one central dipole with moment \(c\) and \(n\) outer dipoles with moments \(o_i\). Each would have the bare moment \(p\) if it were alone. The dimensionless number \(a\) measures the coupling between the centre and any one outer dipole. The self-consistency equations are

\[
c = p - a\sum_i o_i, \qquad o_i = p - a\,c .
\]

For \(a>0\), a dipole that points in the positive direction reduces the moment of each dipole it couples to. In Lean these equations are the predicate `IsEquilibrium p a c o`. The outer moments are a function `o : Fin n → ℝ`, so the definition allows them to differ; that they are equal is a consequence of the equations.

The main comparison is `enhancement_iff`. It assumes \(n\ge 1\), \(p>0\), \(a>0\) and \(na^2<1\), and takes any solution of the self-consistency equations. The total moment `totalDipole c o` is then greater than \((n+1)p\) exactly when \(a>2/(n+1)\).

The condition \(na^2<1\) is a stability condition. By `stable_iff`, it holds exactly when the quadratic form `quadraticEnergy` is positive for every non-zero set of moments. For \(a>0\) and \(n\ge1\), `coupling_lt_iff` rewrites it as \(a<1/\sqrt n\).

The theorem `enhancement_window` then puts the two limits together. For \(n\ge2\) and \(p>0\) the interval

\[
\frac{2}{n+1}<a<\frac{1}{\sqrt n}
\]

is non-empty, and every coupling in it has an equilibrium whose total moment exceeds \((n+1)p\). By `equilibrium_iff` that equilibrium is the only one.

## What the numbers stand for at a surface

The bare moment \(p\) stands for the moment of an isolated adsorbate, including whatever the substrate induces in it. If every dipole has polarizability \(\alpha\), and a unit dipole at the centre produces an opposing field \(T\) at each outer site, then \(a=\alpha T\). For point dipoles normal to a plane and a distance \(d\) apart in that plane, \(T=1/d^3\) in Gaussian units if image dipoles in the substrate are left out.

The quadratic form is

\[
Q = c^2+\sum_i o_i^2+2ac\sum_i o_i .
\]

The squares come from the cost \((\mu-p)^2/(2\alpha)\) of moving each moment \(\mu\) away from its bare value. The last term is the interaction between the centre and the outer dipoles, which for \(a>0\) is repulsive when they are parallel. Up to a constant, the physical energy is \(\tfrac{1}{2\alpha}Q\) plus a term linear in the moments, \(-\tfrac{p}{\alpha}\bigl(c+\sum_i o_i\bigr)\). Setting the derivatives of this energy to zero gives the self-consistency equations, and positivity of \(Q\) makes the solution a minimum. The file defines only \(Q\) and the equations; the linear term is supplied here to connect them.

The model leaves out the coupling among outer dipoles, which is a strong idealisation. On a hexagonal ring, for instance, neighbouring outer sites are as close to each other as they are to the centre. It also assumes equal bare moments, equal polarizabilities and a response that stays linear even when the moments become large. Only the components normal to the plane can respond, and stability is tested against changes in these alone. With an isotropic polarizability, two point dipoles already become unstable along the line that joins them at \(\alpha/d^3=1/2\), which is below the whole window for two outer dipoles.

The work-function change of a surface follows the normal dipole moment per area. The star is a finite, linear model and not a surface layer, but it shows that repulsion between parallel dipoles and stability do not by themselves fix the sign of the coupling correction to a total moment. A layer of equivalent sites behaves differently. If every site has the same moment \(m\) and the same summed coupling \(s>0\), then \(m=p-sm\), so \(m=p/(1+s)<p\). A star with two or more outer dipoles can escape this because its centre and its outer sites are not equivalent.

## Stability from completing the square

Expanding \(\sum_i(o_i+ac)^2\) gives \(\sum_i o_i^2+2ac\sum_i o_i+na^2c^2\). Hence

\[
Q=\sum_i (o_i+ac)^2+(1-na^2)\,c^2 .
\]

This is `quadraticEnergy_eq`, whose proof combines the sums and compares them term by term.

Suppose first that \(Q\) is positive for every non-zero configuration. Choose \(c=1\) and \(o_i=-a\), which makes all the shifted squares vanish. What remains is \(Q=1-na^2\), so \(na^2<1\). The Lean proof of `stable_iff` uses exactly this trial configuration.

Now suppose that \(na^2<1\). If \(c\ne0\), the last term of \(Q\) is positive and the others are non-negative. If \(c=0\), some \(o_i\) must be non-zero, and \(Q=\sum_i o_i^2>0\). The proof makes the same division with `by_cases`.

## Solving the equations

Since every outer dipole obeys \(o_i=p-ac\), their sum is \(n(p-ac)\). Inserting this into the equation for the centre gives

\[
c=p-na\,p+na^2c,
\qquad\text{so}\qquad
c\,(1-na^2)=p\,(1-na).
\]

For the outer dipoles,

\[
o_i(1-na^2)=p(1-na^2)-a\,p(1-na)=p(1-a).
\]

When \(na^2\ne1\) we may divide, and obtain

\[
c=\frac{p(1-na)}{1-na^2},\qquad
o_i=\frac{p(1-a)}{1-na^2}.
\]

Conversely, these values satisfy both equations:

\[
p-a\sum_i o_i=\frac{p\,(1-na^2-na+na^2)}{1-na^2}=c,
\qquad
p-ac=\frac{p\,(1-na^2-a+na^2)}{1-na^2}=o_i .
\]

The theorem `equilibrium_iff` proves both directions, and so gives existence and uniqueness together. Its proof works with the equations multiplied by \(1-na^2\), where `linear_combination` checks the algebra, and cancels the non-zero factor at the end.

For the total moment \(M=c+\sum_i o_i\), the equations give \(M=np+(1-na)c\). Therefore

\[
M(1-na^2)=np(1-na^2)+p(1-na)^2=p(n+1-2na),
\]

and

\[
M=\frac{p(n+1-2na)}{1-na^2}.
\]

This is `totalDipole_eq`, proved by the same substitution.

## The sign of the excess

Subtracting the uncoupled value gives

\[
M-(n+1)p=\frac{p\,[\,n+1-2na-(n+1)(1-na^2)\,]}{1-na^2}
=\frac{p\,na\,[\,a(n+1)-2\,]}{1-na^2}.
\]

Under the hypotheses, \(p\,na\) and \(1-na^2\) are both positive. The excess therefore has the sign of \(a(n+1)-2\), which is positive exactly when \(a>2/(n+1)\). In the proof of `enhancement_iff`, the inequality is first cleared of its denominators; the identity named `key` is the factorisation of the numerator, and `hpos` records that \(p\,na>0\).

The mechanism is a reversal of the centre. From \(c(1-na^2)=p(1-na)\), the central moment is negative exactly when \(na>1\). Since \(o_i-p=-ac\), each outer dipole exceeds its bare value under the same condition. Both statements are in `center_reversed_iff`, which gets them by comparing signs of products.

Reversal alone is not enough to raise the total. Writing \(o\) for the common outer moment, the two equations give

\[
M-(n+1)p=-na\,(c+o).
\]

The total is therefore enhanced when the reversed central moment is larger in magnitude than a single outer moment. For \(n\ge2\), the threshold \(2/(n+1)\) lies above the reversal point \(1/n\). Between the two, the centre is already reversed but the total is still below \((n+1)p\).

It remains to see that the threshold lies below the stability limit. For \(n\ge2\) we have \(\sqrt n>1\), so

\[
0<(\sqrt n-1)^2=n+1-2\sqrt n .
\]

Hence \(2\sqrt n<n+1\), which is the same as \(2/(n+1)<1/\sqrt n\). The first half of `enhancement_window` follows this argument. The second half takes a coupling in the interval, converts its upper bound to \(na^2<1\) with `coupling_lt_iff`, builds the equilibrium from the closed form and applies `enhancement_iff`. The conversion in `coupling_lt_iff` rests on \((a\sqrt n)^2=na^2\): for the positive number \(a\sqrt n\), being below 1 is the same as having a square below 1.

## One, two and four outer dipoles

With \(n=1\) the two limits coincide at \(a=1\), so the window is empty. The total is \(2p(1-a)/(1-a^2)=2p/(1+a)\) for \(0<a<1\), which is always below \(2p\). A pair of such dipoles only depolarizes.

With \(n=2\) the window is \(2/3<a<1/\sqrt2\approx0.707\). At \(a=0.7\) the denominator \(1-na^2\) is \(0.02\), and the solution is \(c=-20p\) and \(o_i=15p\). The total is \(10p\), compared with \(3p\) without coupling. These large moments reflect how close the window lies to the instability, and unless \(p\) is small, a real adsorbate may leave the linear regime before reaching them.

With \(n=4\) the window is \(0.4<a<0.5\). At \(a=0.45\) the moments are milder: \(c\approx-4.2p\) and \(o_i\approx2.9p\), with a total of about \(7.4p\) compared with \(5p\).

## The same equations in an induced-dipole solver

A code with polarizable point dipoles can find all the moments at once by solving a linear system of this kind. For the star with only normal components allowed to respond, the system matrix has 1 on the diagonal and \(a\) in the entries that link the centre to the outer sites. Its smallest eigenvalue for \(n\ge1\) and \(a>0\) is \(1-a\sqrt n\), so a check that the matrix is positive definite tests the same limit as `stable_iff`.

If the moments are instead found by repeatedly inserting all the old values into the right-hand sides, the iteration converges from every starting point exactly when \(a\sqrt n<1\). The enhancement window lies inside this range, but convergence becomes slow near its upper end. A total above the sum of the bare moments is therefore not by itself a sign of a failed solve. The closed forms for \(c\) and \(o_i\) give exact reference values for such a solver, provided that the bare moments, the polarizabilities and the centre-outer couplings are equal and that the coupling among the outer sites is switched off.
